# A polynomial of degree at most m in a nearest-neighbour Hamiltonian couples no sites more than m apart

Take three sites, numbered 0, 1, 2, with a real hopping $J \neq 0$ between neighbours and no on-site energies:

$$
H=\begin{pmatrix}0&J&0\\J&0&J\\0&J&0\end{pmatrix},\qquad
H^2=\begin{pmatrix}J^2&0&J^2\\0&2J^2&0\\J^2&0&J^2\end{pmatrix}.
$$

A particle starts on site 0. With $\hbar=1$, a first-order step $1-i\,dt\,H$ leaves site 2 exactly empty, because $H_{20}=0$. A second-order step adds $(-i\,dt)^2H^2/2$ and puts the amplitude $-J^2dt^2/2$ there, from the single path $0\to1\to2$. Each factor of $H$ moves the particle by at most one site, so the degree of the polynomial limits the distance covered in one step.

This limit belongs to the integrator. The exact propagator gives $(\cos(\sqrt2\,J\,dt)-1)/2$ on site 2, which is non-zero for every small $dt\neq0$.

## The chain, the states and the step

```lean
import Mathlib

open Polynomial Matrix

namespace NumericalLightCone

noncomputable section

variable {n : ℕ}
```

The number of sites $n$ is an arbitrary natural number. Lean's type `Fin n` holds the site labels $0,1,\dots,n-1$, and `ℂ[X]` denotes polynomials with complex coefficients.

```lean
/-- The matrix `A` on a chain of `n` sites connects no two sites more than `w` apart. -/
def Reach (w : ℕ) (A : Matrix (Fin n) (Fin n) ℂ) : Prop :=
  ∀ j k : Fin n, (w : ℤ) < |(j.val : ℤ) - (k.val : ℤ)| → A j k = 0
```

`Reach w A` says that $A_{jk}=0$ whenever $|j-k|>w$. The labels are converted to integers before subtraction, since subtraction of natural numbers in Lean stops at zero.

The physical hypothesis below is `Reach 1 H`: only on-site terms and nearest-neighbour hoppings are present. $H$ may be any complex matrix of this form, Hermitian or not, with site-dependent entries. The chain is open; for three or more sites, a ring has an extra bond between sites $0$ and $n-1$, whose non-zero matrix entries violate the hypothesis because $n-1>1$.

```lean
/-- The state `ψ` vanishes at all sites farther than `R` from the position `c`. -/
def Confined (c : ℤ) (R : ℕ) (ψ : Fin n → ℂ) : Prop :=
  ∀ j : Fin n, (R : ℤ) < |(j.val : ℤ) - c| → ψ j = 0
```

`Confined c R ψ` says that $\psi_j=0$ whenever $|j-c|>R$. A state is a function from sites to complex numbers, and no normalisation is required. The centre $c$ is an integer and need not be a site of the chain.

```lean
/-- One explicit time step: the polynomial `p` of the Hamiltonian `H` acts on the state. -/
def step (p : ℂ[X]) (H : Matrix (Fin n) (Fin n) ℂ) (ψ : Fin n → ℂ) : Fin n → ℂ :=
  (aeval H p) *ᵥ ψ
```

One explicit step is $\psi\mapsto p(H)\psi$. The expression `aeval H p` is the polynomial evaluated at the matrix, with the constant term multiplying the identity, and `*ᵥ` is the product of a matrix with a vector.

```lean
/-- The hopping amplitude from site `i` to site `i + 1`, set to zero beyond the end of the
chain. -/
def hopping (H : Matrix (Fin n) (Fin n) ℂ) (i : ℕ) : ℂ :=
  if h : i + 1 < n then H ⟨i + 1, h⟩ ⟨i, by omega⟩ else 0
```

Write $h_i=H_{i+1,i}$ for `hopping H i`, the amplitude for moving from site $i$ up to site $i+1$. The row is the destination and the column is the origin. Setting $h_i=0$ beyond the end of the chain allows $i$ to be a plain natural number.

```lean
/-- The Taylor polynomial of order `m` of the propagator `exp (-i dt H)`, as a polynomial
in `H`. -/
def taylorPoly (m : ℕ) (dt : ℝ) : ℂ[X] :=
  ∑ r ∈ Finset.range (m + 1), C ((-Complex.I * dt) ^ r / (r.factorial : ℂ)) * X ^ r
```

This is the truncated exponential series

$$
T_m(X)=\sum_{r=0}^{m}\frac{(-i\,dt)^r}{r!}X^r .
$$

The range `Finset.range (m + 1)` runs from 0 to $m$. The time step is real, $\hbar=1$, and $H$ is constant during the step.

## Distance bounds add under multiplication

```lean
/-- If `A` connects no sites more than `a` apart and `B` none more than `b` apart, then `A * B`
connects none more than `a + b` apart. -/
theorem Reach.mul {a b : ℕ} {A B : Matrix (Fin n) (Fin n) ℂ}
    (hA : Reach a A) (hB : Reach b B) : Reach (a + b) (A * B) := by
  intro j k h
  rw [Matrix.mul_apply]
  apply Finset.sum_eq_zero
  intro l _
  -- an intermediate site `l` is too far from `j` or too far from `k`
  by_cases h1 : (a : ℤ) < |(j.val : ℤ) - (l.val : ℤ)|
  · rw [hA j l h1, zero_mul]
  · have h2 : (b : ℤ) < |(l.val : ℤ) - (k.val : ℤ)| := by
      simp only [lt_abs] at h h1 ⊢
      omega
    rw [hB l k h2, mul_zero]
```

The claim is that if $A$ has reach $a$ and $B$ has reach $b$, then $AB$ has reach $a+b$. Let $|j-k|>a+b$ and write

$$
(AB)_{jk}=\sum_l A_{jl}B_{lk}.
$$

If some $l$ satisfied both $|j-l|\le a$ and $|l-k|\le b$, the triangle inequality would give $|j-k|\le a+b$, a contradiction. So for every $l$ at least one factor vanishes, and the sum is zero.

The proof makes the same case distinction with `by_cases`. The lemma `lt_abs` replaces an inequality with an absolute value by two linear alternatives, and `omega`, a decision procedure for linear integer arithmetic, supplies the triangle inequality.

```lean
/-- The `r`-th power of a nearest-neighbour Hamiltonian connects sites at most `r` apart. -/
theorem Reach.pow {H : Matrix (Fin n) (Fin n) ℂ} (hH : Reach 1 H) (r : ℕ) :
    Reach r (H ^ r) := by
  induction r with
  | zero =>
    intro j k h
    rw [pow_zero]
    exact Matrix.one_apply_ne (by rintro rfl; simp at h)
  | succ r ih =>
    rw [pow_succ]
    exact ih.mul hH
```

The power $H^0$ is the identity, which has reach 0. If $H^r$ has reach $r$, then $H^{r+1}=H^rH$ has reach $r+1$ by the product rule. The two branches of `induction` are these two sentences.

## The light cone of one step

```lean
/-- Numerical light cone: for a nearest-neighbour Hamiltonian `H` and a polynomial `p` of
degree at most `m`, the matrix `p(H)` has no entry between sites more than `m` apart. -/
theorem numerical_light_cone {H : Matrix (Fin n) (Fin n) ℂ} (hH : Reach 1 H)
    {p : ℂ[X]} {m : ℕ} (hp : p.natDegree ≤ m) : Reach m (aeval H p) := by
  intro j k h
  rw [aeval_eq_sum_range' (Nat.lt_succ_of_le hp), Matrix.sum_apply]
  apply Finset.sum_eq_zero
  intro r hr
  have hrm : r ≤ m := Nat.lt_succ_iff.mp (Finset.mem_range.mp hr)
  have hlt : (r : ℤ) < |(j.val : ℤ) - (k.val : ℤ)| :=
    lt_of_le_of_lt (by exact_mod_cast hrm) h
  rw [Matrix.smul_apply, hH.pow r j k hlt, smul_zero]
```

Let $p$ have degree at most $m$ and coefficients $p_r$. Then

$$
p(H)_{jk}=\sum_{r=0}^{m}p_r\,(H^r)_{jk}.
$$

If $|j-k|>m$, then $|j-k|>r$ for every $r$ in the sum, so each $(H^r)_{jk}$ is zero, and so is $p(H)_{jk}$. No property of the coefficients enters beyond the bound on the degree.

The proof turns on the Mathlib lemma `aeval_eq_sum_range'`, which writes $p(H)$ as a sum of coefficients times powers. Its unprimed relative ends the sum at the actual degree of $p$. The primed version accepts any upper limit, given a proof that the degree lies below it. Here the limit is $m+1$, excluded from the range, so the last term is always the one of order $m$, even if $p_m=0$. That fixed last term is what the edge formula below needs.

## The region that a state can occupy

```lean
/-- For a nearest-neighbour Hamiltonian, one explicit step of degree at most `m` enlarges the region
that holds the state by at most `m` sites on each side. -/
theorem step_confined {H : Matrix (Fin n) (Fin n) ℂ} (hH : Reach 1 H)
    {p : ℂ[X]} {m : ℕ} (hp : p.natDegree ≤ m) {c : ℤ} {R : ℕ} {ψ : Fin n → ℂ}
    (hψ : Confined c R ψ) : Confined c (R + m) (step p H ψ) := by
  intro j h
  change ∑ k, (aeval H p) j k * ψ k = 0
  apply Finset.sum_eq_zero
  intro k _
  by_cases h1 : (R : ℤ) < |(k.val : ℤ) - c|
  · rw [hψ k h1, mul_zero]
  · have h2 : (m : ℤ) < |(j.val : ℤ) - (k.val : ℤ)| := by
      simp only [lt_abs] at h h1 ⊢
      omega
    rw [numerical_light_cone hH hp j k h2, zero_mul]
```

Suppose that $\psi$ vanishes farther than $R$ from $c$, and let $|j-c|>R+m$. In

$$
(p(H)\psi)_j=\sum_k p(H)_{jk}\psi_k
$$

each $k$ falls into one of two classes. If $|k-c|>R$, then $\psi_k=0$. Otherwise $|k-c|\le R$, which forces $|j-k|>m$, and $p(H)_{jk}=0$ by the light cone. Every term vanishes.

The line beginning with `change` writes out the matrix–vector product as this sum; the rest follows the two classes.

```lean
/-- After `N` explicit steps of degree at most `m` in a nearest-neighbour Hamiltonian, a state that
started within `R` sites of `c` is still within `R + N m` sites of `c`. -/
theorem iterate_confined {H : Matrix (Fin n) (Fin n) ℂ} (hH : Reach 1 H)
    {p : ℂ[X]} {m : ℕ} (hp : p.natDegree ≤ m) {c : ℤ} {R : ℕ} {ψ : Fin n → ℂ}
    (hψ : Confined c R ψ) (N : ℕ) : Confined c (R + N * m) ((step p H)^[N] ψ) := by
  induction N with
  | zero => simpa using hψ
  | succ N ih =>
    have e : R + (N + 1) * m = R + N * m + m := by ring
    rw [Function.iterate_succ_apply', e]
    exact step_confined hH hp ih
```

The notation `(step p H)^[N] ψ` means $N$ applications of the same step. For $N=0$ the state is unchanged. If it is confined to radius $R+Nm$ after $N$ steps, one further step gives

$$
(R+Nm)+m=R+(N+1)m .
$$

The front therefore advances by at most $m$ sites per step, or at speed at most $m/|dt|$ when each step represents a time $dt\ne0$.

## The amplitude on the edge

```lean
/-- From a site to the site `m` places up the chain, the entry of the `m`-th power of a
nearest-neighbour Hamiltonian is the product of the hoppings along the direct path. -/
theorem pow_edge {H : Matrix (Fin n) (Fin n) ℂ} (hH : Reach 1 H) (m : ℕ) (j k : Fin n)
    (hjk : j.val = k.val + m) :
    (H ^ m) j k = ∏ i ∈ Finset.range m, hopping H (k.val + i) := by
  induction m generalizing j with
  | zero =>
    have e : j = k := Fin.ext (by omega)
    subst e
    simp
  | succ m ih =>
    have hj := j.isLt
    have hl : k.val + m < n := by omega
    rw [pow_succ', Matrix.mul_apply, Finset.prod_range_succ]
    -- only the site just before `j` can be the last intermediate stop
    rw [Finset.sum_eq_single (⟨k.val + m, hl⟩ : Fin n)]
    · rw [ih ⟨k.val + m, hl⟩ rfl, mul_comm]
      congr 1
      have hlt : k.val + m + 1 < n := by omega
      have e : j = ⟨k.val + m + 1, hlt⟩ := Fin.ext (by simp only; omega)
      rw [hopping, dif_pos hlt, e]
    · intro l _ hne
      have hv : l.val ≠ k.val + m := fun h => hne (Fin.ext h)
      rcases lt_or_gt_of_ne hv with h | h
      · rw [hH j l (by rw [lt_abs]; omega), zero_mul]
      · rw [hH.pow m l k (by rw [lt_abs]; omega), mul_zero]
    · intro h
      exact absurd (Finset.mem_univ _) h
```

For sites exactly $m$ apart, with $j=k+m$, the claim is

$$
(H^m)_{k+m,k}=\prod_{i=0}^{m-1}h_{k+i}.
$$

For $m=0$ the left side is a diagonal entry of the identity and the right side is an empty product, so both are 1. For the next power, set $j=k+m+1$ and expand

$$
(H^{m+1})_{jk}=\sum_l H_{jl}\,(H^m)_{lk}.
$$

If $l<k+m$, then $j-l>1$ and $H_{jl}=0$. If $l>k+m$, then $l-k>m$ and $(H^m)_{lk}=0$. Only $l=k+m$ remains, and it contributes

$$
H_{k+m+1,k+m}\,(H^m)_{k+m,k}=h_{k+m}\prod_{i=0}^{m-1}h_{k+i},
$$

which is the required product with one more factor.

In Lean, `Finset.sum_eq_single` reduces the sum to this one site and asks for proof that the others contribute nothing. The phrase `generalizing j` lets the destination change during the induction, as it must when the path grows.

```lean
/-- For a nearest-neighbour `H` and a polynomial `p` of degree at most `m`, the entry of `p(H)` from
a site to the site `m` places up the chain is the coefficient of order `m` times the product of the
hoppings along the direct path. -/
theorem light_cone_edge {H : Matrix (Fin n) (Fin n) ℂ} (hH : Reach 1 H)
    {p : ℂ[X]} {m : ℕ} (hp : p.natDegree ≤ m) (j k : Fin n) (hjk : j.val = k.val + m) :
    (aeval H p) j k = p.coeff m * ∏ i ∈ Finset.range m, hopping H (k.val + i) := by
  rw [aeval_eq_sum_range' (Nat.lt_succ_of_le hp), Matrix.sum_apply,
    Finset.sum_range_succ, Finset.sum_eq_zero, zero_add, Matrix.smul_apply,
    pow_edge hH m j k hjk, smul_eq_mul]
  -- lower powers do not reach the edge
  intro r hr
  have hrm := Finset.mem_range.mp hr
  rw [Matrix.smul_apply, hH.pow r j k (by rw [lt_abs]; omega), smul_zero]
```

For a polynomial of degree at most $m$, all powers below $m$ fail to reach from $k$ to $k+m$. The last term of the expansion is left:

$$
p(H)_{k+m,k}=p_m\prod_{i=0}^{m-1}h_{k+i}.
$$

On-site energies do not appear, since a path with $m$ factors of $H$ that covers $m$ sites has no factor to spend on staying in place. `Finset.sum_range_succ` splits off the term of order $m$, and the closing lines show that the lower orders vanish.

```lean
/-- For a nearest-neighbour Hamiltonian, the Taylor step of order `m` carries the amplitude `(-i
dt)^m / m!` times the product of the hoppings to the site `m` places up the chain. -/
theorem taylor_edge {H : Matrix (Fin n) (Fin n) ℂ} (hH : Reach 1 H) (m : ℕ) (dt : ℝ)
    (j k : Fin n) (hjk : j.val = k.val + m) :
    (aeval H (taylorPoly m dt)) j k = (-Complex.I * dt) ^ m / (m.factorial : ℂ) *
      ∏ i ∈ Finset.range m, hopping H (k.val + i) := by
  have hdeg : (taylorPoly m dt).natDegree ≤ m := by
    apply natDegree_sum_le_of_forall_le
    intro r hr
    exact (natDegree_C_mul_X_pow_le _ r).trans (Nat.lt_succ_iff.mp (Finset.mem_range.mp hr))
  have hcoeff : (taylorPoly m dt).coeff m =
      (-Complex.I * dt) ^ m / (m.factorial : ℂ) := by
    rw [taylorPoly, Polynomial.finsetSum_coeff, Finset.sum_eq_single m]
    · rw [coeff_C_mul, coeff_X_pow, if_pos rfl, mul_one]
    · intro r _ hr
      rw [coeff_C_mul, coeff_X_pow, if_neg (Ne.symm hr), mul_zero]
    · intro h
      exact absurd (Finset.mem_range.mpr (Nat.lt_succ_self m)) h
  rw [light_cone_edge hH hdeg j k hjk, hcoeff]
```

The Taylor polynomial has degree at most $m$, and its coefficient of order $m$ is $(-i\,dt)^m/m!$. The edge formula then gives

$$
T_m(H)_{k+m,k}=\frac{(-i\,dt)^m}{m!}\prod_{i=0}^{m-1}h_{k+i}.
$$

The facts named `hdeg` and `hcoeff` in the proof are the degree bound and the coefficient. For the three-site chain with $m=2$ and $k=0$, the formula returns the amplitude $-J^2dt^2/2$ found at the start.

```lean
/-- The light cone is sharp: for a nearest-neighbour Hamiltonian with non-zero upward hoppings and a
non-zero time step, the Taylor step of order `m` does connect each site to the site `m` places up
the chain, if there is one. -/
theorem taylor_cone_sharp {H : Matrix (Fin n) (Fin n) ℂ} (hH : Reach 1 H) (m : ℕ)
    {dt : ℝ} (hdt : dt ≠ 0) (hhop : ∀ i, i + 1 < n → hopping H i ≠ 0)
    (j k : Fin n) (hjk : j.val = k.val + m) :
    (aeval H (taylorPoly m dt)) j k ≠ 0 := by
  rw [taylor_edge hH m dt j k hjk]
  apply mul_ne_zero
  · apply div_ne_zero
    · exact pow_ne_zero _ (mul_ne_zero (neg_ne_zero.mpr Complex.I_ne_zero)
        (Complex.ofReal_ne_zero.mpr hdt))
    · exact Nat.cast_ne_zero.mpr (Nat.factorial_ne_zero m)
  · rw [Finset.prod_ne_zero_iff]
    intro i hi
    have him := Finset.mem_range.mp hi
    have hj := j.isLt
    exact hhop _ (by omega)

end

end NumericalLightCone
```

If $dt\neq0$ and every upward hopping on the chain is non-zero, this amplitude is a product of non-zero numbers. The bound of $m$ sites is therefore attained by the Taylor step whenever the chain contains two sites $m$ apart. The hypothesis `hhop` expresses a chain with no broken bond in the upward direction. The statement concerns upward motion only; for a Hermitian $H$ the downward hoppings are the complex conjugates of the upward ones.

```lean
#print axioms NumericalLightCone.numerical_light_cone
-- 'NumericalLightCone.numerical_light_cone' depends on axioms: [propext, Classical.choice, Quot.sound]
#print axioms NumericalLightCone.iterate_confined
-- 'NumericalLightCone.iterate_confined' depends on axioms: [propext, Classical.choice, Quot.sound]
#print axioms NumericalLightCone.taylor_cone_sharp
-- 'NumericalLightCone.taylor_cone_sharp' depends on axioms: [propext, Classical.choice, Quot.sound]
```

## The step in a propagation code

A program need not build the matrix $p(H)$. For the Taylor step it can start from $\varphi_0=\psi$, compute

$$
\varphi_r=\frac{-i\,dt}{r}\,H\varphi_{r-1},\qquad r=1,\dots,m,
$$

and form the sum $\varphi_0+\dots+\varphi_m$. In each product with $H$, the new value at a site depends only on the old values there and at its neighbours. For a constant $H$, the classical fourth-order Runge–Kutta step is the case $m=4$ in exact arithmetic.

For a single particle on a finite open tight-binding chain with nearest-neighbour hopping and orthonormal orbitals, one per site, or a wavefunction on an open one-dimensional grid with a three-point kinetic term and a local potential, the result bounds how far one such polynomial step can carry amplitude. If the chain is divided among processors, a block can be advanced by one full step from its own values and those of $m$ sites on each side, provided that the matrix entries there are also known.

The cone restricts where the numerical amplitude can be, and leaves open how accurate it is or whether its norm stays bounded over many steps. For $m\ge1$, reducing a non-zero $dt$ in the Taylor step makes the edge amplitude small, but does not move the edge as long as $dt\neq0$.
